# On two or more fully connected sites with hopping +1 and no site potential, the one-particle ground-state densities are those whose square roots close a polygon

Suppose one particle on three mutually connected sites, with hopping +1 and no site potential, is to have the density (0.64, 0.36, 0) in its ground state. A search over the phases of the wavefunction fails, however long it runs. The moduli are 0.8, 0.6 and 0, so the total amplitude is never smaller than 0.2 in modulus, and the energy never falls below −0.96. The ground-state energy is −1. The obvious choice ψ_i = √ρ_i does worst of all, since it has the highest energy that this density allows.

The criterion below settles such cases in advance. For a probability vector ρ on L ≥ 2 sites, a normalised ground state with density ρ exists exactly when

2√ρ_i ≤ Σ_j √ρ_j for every site i.

In lattice density functional theory this decides which densities are pure-state representable at zero site potential, for a single particle with hopping +1 between all pairs of sites.

## The frustrated hopping model

The sites form a finite type `ι`.

In Lean 4 with Mathlib:

```lean
import Mathlib

open Matrix

namespace FrustratedCompleteGraph

noncomputable section

variable {ι : Type*} [Fintype ι] [DecidableEq ι]
```

The Hamiltonian is the hopping matrix T, with T_ii = 0 and T_ij = +1 for i ≠ j, in units of the hopping strength. The common tight-binding convention has a negative matrix element between sites; here the sign is the opposite one, which frustrates the hopping as soon as there are three sites.

```lean
/-- The hopping matrix of the complete graph: zero on the diagonal and `+1` between any two
different sites. -/
def hopping (ι : Type*) [DecidableEq ι] : Matrix ι ι ℂ :=
  Matrix.of fun i j => if i = j then 0 else 1
```

The energy is Re⟨ψ,Hψ⟩. Since T is Hermitian, taking the real part loses nothing.

```lean
/-- The energy `Re ⟨ψ, H ψ⟩` of a one-particle wavefunction. -/
def energy (H : Matrix ι ι ℂ) (ψ : ι → ℂ) : ℝ := (star ψ ⬝ᵥ H *ᵥ ψ).re
```

A ground state is defined variationally: it has Σ_i |ψ_i|² = 1 and no normalised state has lower energy. Amplitudes are complex, and the density at site i is |ψ_i|², written `‖ψ i‖ ^ 2`.

```lean
/-- A ground state is a normalised wavefunction whose energy is minimal among all normalised
wavefunctions. -/
def IsGroundState (H : Matrix ι ι ℂ) (ψ : ι → ℂ) : Prop :=
  ∑ i, ‖ψ i‖ ^ 2 = 1 ∧ ∀ φ : ι → ℂ, ∑ i, ‖φ i‖ ^ 2 = 1 → energy H ψ ≤ energy H φ
```

Applying the model to a real cluster means treating a single particle, with all hoppings equal and positive and all site energies identical. These are assumptions about the cluster, and nothing proved here justifies them.

## Energy as total amplitude

Write S = Σ_j ψ_j. Row i of T adds up every amplitude except ψ_i, so (Tψ)_i = S − ψ_i, and

⟨ψ,Tψ⟩ = Σ_i ψ_i* (S − ψ_i) = |S|² − Σ_i |ψ_i|².

In the proof, `hT` is the formula for (Tψ)_i and `hz` is z*z = |z|².

```lean
/-- The hopping energy is the squared modulus of the total amplitude minus the squared norm. -/
theorem energy_hopping (ψ : ι → ℂ) :
    energy (hopping ι) ψ = ‖∑ i, ψ i‖ ^ 2 - ∑ i, ‖ψ i‖ ^ 2 := by
  have hT : ∀ i, (hopping ι *ᵥ ψ) i = ∑ j, ψ j - ψ i := by
    intro i
    have h : ∀ j, (if i = j then (0 : ℂ) else 1) * ψ j = ψ j - if i = j then ψ j else 0 := by
      intro j
      split_ifs <;> simp
    simp only [Matrix.mulVec, dotProduct, hopping, Matrix.of_apply, h,
      Finset.sum_sub_distrib, Finset.sum_ite_eq, Finset.mem_univ, if_true]
  have hz : ∀ z : ℂ, star z * z = ((‖z‖ ^ 2 : ℝ) : ℂ) := by
    intro z
    rw [mul_comm, Complex.star_def, Complex.mul_conj, Complex.normSq_eq_norm_sq]
  unfold energy
  simp only [dotProduct, hT, Pi.star_apply, mul_sub, Finset.sum_sub_distrib, ← Finset.sum_mul]
  rw [← star_sum]
  simp only [hz]
  rw [← Complex.ofReal_sum, ← Complex.ofReal_sub, Complex.ofReal_re]
```

For normalised states the energy is therefore |S|² − 1, and minimising it means making S as small as possible.

## Closing a polygon with phases

Take lengths t, a ≥ 0 and a third length b with |t − a| ≤ b ≤ t + a. The function

f(θ) = |t − a e^{iθ}|

is continuous, with f(0) = |t − a| and f(π) = t + a. By the intermediate value theorem it equals b at some θ, and w = a e^{iθ} is the required side.

```lean
/-- Three nonnegative lengths that obey the triangle inequalities are the sides of a triangle in
the complex plane, with one side along the real axis. -/
theorem exists_triangle {t a b : ℝ} (ht : 0 ≤ t) (ha : 0 ≤ a) (h1 : |t - a| ≤ b)
    (h2 : b ≤ t + a) : ∃ w : ℂ, ‖w‖ = a ∧ ‖(t : ℂ) - w‖ = b := by
  -- turn the side of length `a` from angle 0 to angle π
  have hc : Continuous (fun θ : ℝ => ‖(t : ℂ) - a * Complex.exp (θ * Complex.I)‖) := by
    fun_prop
  have h0 : ‖(t : ℂ) - a * Complex.exp ((0 : ℝ) * Complex.I)‖ = |t - a| := by
    rw [Complex.ofReal_zero, zero_mul, Complex.exp_zero, mul_one, ← Complex.ofReal_sub,
      Complex.norm_real, Real.norm_eq_abs]
  have hp : ‖(t : ℂ) - a * Complex.exp (Real.pi * Complex.I)‖ = t + a := by
    rw [Complex.exp_pi_mul_I, mul_neg_one, sub_neg_eq_add, ← Complex.ofReal_add,
      Complex.norm_real, Real.norm_of_nonneg (add_nonneg ht ha)]
  have hb := intermediate_value_Icc Real.pi_pos.le hc.continuousOn
  obtain ⟨θ, -, hθ⟩ := hb (show b ∈ Set.Icc _ _ from ⟨h0.le.trans h1, h2.trans hp.ge⟩)
  refine ⟨a * Complex.exp (θ * Complex.I), ?_, hθ⟩
  rw [norm_mul, Complex.norm_exp_ofReal_mul_I, mul_one, Complex.norm_real,
    Real.norm_of_nonneg ha]
```

Now let moduli r_i ≥ 0 be given on a set s of sites. We want phases that make the amplitudes sum to a given t ≥ 0, assuming t ≤ Σ r_j and 2r_i ≤ t + Σ r_j for each i in s. The proof is by induction on s. For the empty set, t = 0 and there is nothing to arrange.

To add a site a (now a label, with length r_a), let R be the sum of r_j over the old set s. The assumptions give t ≤ r_a + R and r_a ≤ t + R. Choose the diagonal

b = min(t + r_a, R).

Then |t − r_a| ≤ b ≤ t + r_a, so there is a w with |w| = r_a and |t − w| = b. The induction hypothesis also applies to b. Indeed b ≤ R, and 2r_i ≤ b + R holds for each old site i: by assumption if b = t + r_a, and because r_i ≤ R if b = R. It supplies amplitudes z_i with sum b. Choose a unit phase u with bu = t − w and rotate them:

w + Σ_{i∈s} u z_i = w + ub = t.

```lean
omit [Fintype ι] in
/-- Amplitudes of prescribed moduli can be given phases so that their sum over `s` is `t ≥ 0`,
provided that none of the lengths involved exceeds the sum of the others. -/
theorem exists_phases (r : ι → ℝ) (hr : ∀ i, 0 ≤ r i) (s : Finset ι) :
    ∀ t : ℝ, 0 ≤ t → t ≤ ∑ i ∈ s, r i → (∀ i ∈ s, 2 * r i ≤ t + ∑ j ∈ s, r j) →
      ∃ z : ι → ℂ, (∀ i, ‖z i‖ = r i) ∧ ∑ i ∈ s, z i = (t : ℂ) := by
  induction s using Finset.induction_on with
  | empty =>
    intro t ht h1 _
    have h0 : t = 0 := le_antisymm (by simpa using h1) ht
    refine ⟨fun i => (r i : ℂ), fun i => ?_, by simp [h0]⟩
    rw [Complex.norm_real, Real.norm_of_nonneg (hr i)]
  | insert a s ha ih =>
    intro t ht h1 h2
    simp only [Finset.sum_insert ha] at h1 h2
    have hra := hr a
    have h2a := h2 a (Finset.mem_insert_self a s)
    have hS : 0 ≤ ∑ j ∈ s, r j := Finset.sum_nonneg fun j _ => hr j
    -- length of the diagonal that cuts off the side `a`
    obtain ⟨b, hb0, hb1, hb2, hbS, hbi⟩ : ∃ b : ℝ, 0 ≤ b ∧ |t - r a| ≤ b ∧ b ≤ t + r a ∧
        b ≤ ∑ j ∈ s, r j ∧ ∀ i ∈ s, 2 * r i ≤ b + ∑ j ∈ s, r j := by
      rcases le_total (t + r a) (∑ j ∈ s, r j) with h | h
      · refine ⟨t + r a, by linarith, abs_le.mpr ⟨by linarith, by linarith⟩, le_rfl, h, ?_⟩
        intro i hi
        linarith [h2 i (Finset.mem_insert_of_mem hi)]
      · refine ⟨∑ j ∈ s, r j, hS, abs_le.mpr ⟨by linarith, by linarith⟩, h, le_rfl, ?_⟩
        intro i hi
        linarith [Finset.single_le_sum (fun j _ => hr j) hi]
    obtain ⟨w, hw, hwb⟩ := exists_triangle ht hra hb1 hb2
    obtain ⟨z, hz, hzs⟩ := ih b hb0 hbS hbi
    -- rotate the remaining sides onto the diagonal
    have hu := Complex.norm_mul_exp_arg_mul_I ((t : ℂ) - w)
    have hu1 := Complex.norm_exp_ofReal_mul_I (Complex.arg ((t : ℂ) - w))
    rw [hwb] at hu
    generalize Complex.exp (Complex.arg ((t : ℂ) - w) * Complex.I) = u at hu hu1
    refine ⟨fun i => if i = a then w else u * z i, fun i => ?_, ?_⟩
    · by_cases h : i = a
      · simp [h, hw]
      · simp [h, hu1, hz]
    · have hs : ∑ i ∈ s, (if i = a then w else u * z i) = ∑ i ∈ s, u * z i :=
        Finset.sum_congr rfl fun i hi => by
          have hne : i ≠ a := fun h => ha (h ▸ hi)
          rw [if_neg hne]
      rw [Finset.sum_insert ha, hs, ← Finset.mul_sum, hzs, if_pos rfl]
      linear_combination hu
```

## Ground states have zero total amplitude

Set t = 0 and r_i = 1/√L for all i. The polygon condition reads 2/√L ≤ L/√L, which holds for L ≥ 2. The resulting trial state `φ` is normalised, has S = 0 and has energy −1. As |S|² − 1 ≥ −1 always, the ground states are exactly the normalised states with S = 0. The assumption `Nontrivial ι` says that there are at least two sites.

```lean
/-- On at least two sites, the ground states of the hopping matrix are exactly the normalised
wavefunctions whose amplitudes sum to zero. -/
theorem isGroundState_iff [Nontrivial ι] (ψ : ι → ℂ) :
    IsGroundState (hopping ι) ψ ↔ ∑ i, ‖ψ i‖ ^ 2 = 1 ∧ ∑ i, ψ i = 0 := by
  constructor
  · rintro ⟨h1, hmin⟩
    refine ⟨h1, ?_⟩
    have hN : (2 : ℝ) ≤ Fintype.card ι := by
      exact_mod_cast (Fintype.one_lt_card : 1 < Fintype.card ι)
    -- trial state: a closed polygon with equal sides
    obtain ⟨φ, hφ, hφ0⟩ := exists_phases (fun _ : ι => √(1 / (Fintype.card ι : ℝ)))
      (fun _ => Real.sqrt_nonneg _) Finset.univ 0 le_rfl
      (Finset.sum_nonneg fun _ _ => Real.sqrt_nonneg _) (by
        intro i _
        rw [Finset.sum_const, Finset.card_univ, nsmul_eq_mul, zero_add]
        exact mul_le_mul_of_nonneg_right hN (Real.sqrt_nonneg _))
    have hφ1 : ∑ i, ‖φ i‖ ^ 2 = 1 := by
      have hp : (0 : ℝ) ≤ 1 / (Fintype.card ι : ℝ) := by positivity
      simp only [hφ, Real.sq_sqrt hp, Finset.sum_const, Finset.card_univ, nsmul_eq_mul]
      exact mul_one_div_cancel (by linarith)
    have h := hmin φ hφ1
    rw [energy_hopping, energy_hopping, h1, hφ1, hφ0, Complex.ofReal_zero, norm_zero] at h
    have h0 : ‖∑ i, ψ i‖ ^ 2 = 0 := le_antisymm (by linarith) (sq_nonneg _)
    exact norm_eq_zero.mp (pow_eq_zero_iff two_ne_zero |>.mp h0)
  · rintro ⟨h1, h0⟩
    refine ⟨h1, fun φ hφ => ?_⟩
    rw [energy_hopping, energy_hopping, h1, hφ, h0, norm_zero]
    linarith [sq_nonneg ‖∑ i, φ i‖]
```

## Which densities occur

If S = 0, then ψ_i = −Σ_{j≠i} ψ_j, and the triangle inequality gives

|ψ_i| ≤ Σ_{j≠i} |ψ_j|.

```lean
/-- If the amplitudes sum to zero, the modulus at one site is at most the sum of the moduli at
all other sites. -/
theorem norm_le_sum_others (ψ : ι → ℂ) (h : ∑ i, ψ i = 0) (i : ι) :
    ‖ψ i‖ ≤ ∑ j ∈ Finset.univ.erase i, ‖ψ j‖ := by
  have hs := Finset.add_sum_erase Finset.univ ψ (Finset.mem_univ i)
  rw [h] at hs
  rw [eq_neg_of_add_eq_zero_left hs, norm_neg]
  exact norm_sum_le _ _
```

Adding |ψ_i| to both sides and putting |ψ_j| = √ρ_j gives necessity. For sufficiency, close the polygon with sides √ρ_i and t = 0. The resulting state has density ρ, norm 1 and S = 0, so it is a ground state. The hypotheses `hρ` and `hsum` say that ρ is a probability vector.

```lean
/-- On at least two sites, a probability vector `ρ` is the density of a ground state of the
hopping matrix if and only if `2 √ρ_i ≤ ∑_j √ρ_j` at every site `i`. -/
theorem groundState_density_iff [Nontrivial ι] (ρ : ι → ℝ) (hρ : ∀ i, 0 ≤ ρ i)
    (hsum : ∑ i, ρ i = 1) :
    (∃ ψ : ι → ℂ, IsGroundState (hopping ι) ψ ∧ ∀ i, ‖ψ i‖ ^ 2 = ρ i) ↔
      ∀ i, 2 * √(ρ i) ≤ ∑ j, √(ρ j) := by
  constructor
  · rintro ⟨ψ, hψ, hd⟩ i
    have hn : ∀ j, √(ρ j) = ‖ψ j‖ := fun j => by
      rw [← hd j, Real.sqrt_sq (norm_nonneg _)]
    simp only [hn]
    have h := norm_le_sum_others ψ ((isGroundState_iff ψ).mp hψ).2 i
    have hs := Finset.add_sum_erase Finset.univ (fun j => ‖ψ j‖) (Finset.mem_univ i)
    linarith
  · intro h
    -- close the polygon with sides `√ρ_i`
    obtain ⟨ψ, hn, h0⟩ := exists_phases (fun i => √(ρ i)) (fun _ => Real.sqrt_nonneg _)
      Finset.univ 0 le_rfl (Finset.sum_nonneg fun _ _ => Real.sqrt_nonneg _)
      (fun i _ => by rw [zero_add]; exact h i)
    have hd : ∀ i, ‖ψ i‖ ^ 2 = ρ i := fun i => by rw [hn i, Real.sq_sqrt (hρ i)]
    refine ⟨ψ, (isGroundState_iff ψ).mpr ⟨?_, by rw [h0, Complex.ofReal_zero]⟩, hd⟩
    simp only [hd, hsum]
```

For example, ρ = (0.18, 0.32, 0.50) has square roots in the ratio 3 : 4 : 5. The largest satisfies 2·5 ≤ 12, and a ground state is

ψ = (3, 4i, −3 − 4i)/√50.

For the density (0.64, 0.36, 0) the condition would need 1.6 ≤ 1.4.

On two sites the two inequalities force √ρ_0 = √ρ_1. The only density is (1/2, 1/2), and the state is (1, −1)/√2 up to a global phase.

## A ceiling on the occupation

Let n = |ψ_i|² in a ground state. Squaring the inequality for |ψ_i| and applying Cauchy–Schwarz (`hcs`) to the other L − 1 sites gives

n ≤ (L − 1)(1 − n), hence Ln ≤ L − 1.

The bound is necessary but not sufficient: (0.64, 0.36, 0) respects the ceiling 2/3 and still fails the criterion.

```lean
/-- In a ground state of the hopping matrix on `L ≥ 2` sites, the occupation `n` of any site obeys
`L n ≤ L - 1`. -/
theorem occupation_bound [Nontrivial ι] (ψ : ι → ℂ) (hψ : IsGroundState (hopping ι) ψ)
    (i : ι) : (Fintype.card ι : ℝ) * ‖ψ i‖ ^ 2 ≤ Fintype.card ι - 1 := by
  obtain ⟨h1, h0⟩ := (isGroundState_iff ψ).mp hψ
  have h := pow_le_pow_left₀ (norm_nonneg _) (norm_le_sum_others ψ h0 i) 2
  -- Cauchy-Schwarz on the other sites
  have hcs := sq_sum_le_card_mul_sum_sq (s := Finset.univ.erase i) (f := fun j => ‖ψ j‖)
  have hs := Finset.add_sum_erase Finset.univ (fun j => ‖ψ j‖ ^ 2) (Finset.mem_univ i)
  simp only [h1] at hs
  have hc : ((Finset.univ.erase i).card : ℝ) + 1 = Fintype.card ι := by
    exact_mod_cast Finset.card_erase_add_one (Finset.mem_univ i)
  rw [← hc]
  have hq : ∑ j ∈ Finset.univ.erase i, ‖ψ j‖ ^ 2 = 1 - ‖ψ i‖ ^ 2 := by linarith
  rw [hq] at hcs
  linarith
```

## Complex phases on the triangle

The uniform density on three sites satisfies the criterion, so a complex ground state has it. Suppose real amplitudes x_0, x_1, x_2 did too, with x_i² = 1/3 and zero sum. From x_2² = (x_0 + x_1)² it follows that

x_0 x_1 = (x_2² − x_0² − x_1²)/2 = −1/6,

whose square is 1/36. But (x_0 x_1)² = x_0² x_1² = 1/9, a contradiction. A search for a single real ground-state wavefunction with this density would therefore fail in the three-site model, although a mixture of real ground states can have it.

```lean
/-- For the hopping matrix on three sites, the uniform density belongs to a complex ground state,
but to no ground state with real amplitudes. -/
theorem triangle_uniform_needs_phases :
    (∃ ψ : Fin 3 → ℂ, IsGroundState (hopping (Fin 3)) ψ ∧ ∀ i, ‖ψ i‖ ^ 2 = 1 / 3) ∧
      ¬ ∃ x : Fin 3 → ℝ, IsGroundState (hopping (Fin 3)) (fun i => (x i : ℂ)) ∧
        ∀ i, x i ^ 2 = 1 / 3 := by
  constructor
  · refine (groundState_density_iff (fun _ : Fin 3 => (1 / 3 : ℝ)) (fun _ => by norm_num)
      (by simp only [Fin.sum_univ_three]; norm_num)).mpr fun i => ?_
    simp only [Fin.sum_univ_three]
    linarith [Real.sqrt_nonneg (1 / 3 : ℝ)]
  · rintro ⟨x, hx, hd⟩
    have h0 := ((isGroundState_iff _).mp hx).2
    rw [Fin.sum_univ_three] at h0
    have hs : x 0 + x 1 + x 2 = 0 := by exact_mod_cast h0
    -- the product of two amplitudes would need two different moduli
    have hp : x 0 * x 1 = -1 / 6 := by
      linear_combination (x 0 + x 1 - x 2) / 2 * hs - hd 0 / 2 - hd 1 / 2 + hd 2 / 2
    have hq : (x 0 * x 1) ^ 2 = 1 / 9 := by
      rw [mul_pow, hd 0, hd 1]
      norm_num
    rw [hp] at hq
    norm_num at hq

end

end FrustratedCompleteGraph
```

```lean
#print axioms FrustratedCompleteGraph.groundState_density_iff
#print axioms FrustratedCompleteGraph.occupation_bound
#print axioms FrustratedCompleteGraph.triangle_uniform_needs_phases
```

```
'FrustratedCompleteGraph.groundState_density_iff' depends on axioms: [propext, Classical.choice, Quot.sound]
'FrustratedCompleteGraph.occupation_bound' depends on axioms: [propext, Classical.choice, Quot.sound]
'FrustratedCompleteGraph.triangle_uniform_needs_phases' depends on axioms: [propext, Classical.choice, Quot.sound]
```
